# For a symmetric projector P, the reflection 2P − 1 preserves the norm of every vector

The declaration `norm_reflection` concerns a linear operator P on a complex inner product space, symmetric with respect to the inner product and satisfying P² = P. It states that 2P − 1 leaves the norm of every vector unchanged; the vector need not be normalised, and the space need not be finite-dimensional or complete. In physical terms, the reflection that keeps the part of a state in the range of P and reverses the sign of the rest does not alter the state's norm. The attempt shows that 2P − 1 is symmetric and squares to the identity, then applies the earlier lemma `norm_involution`, which gives norm preservation for any such operator.

This version doesn't compile in Lean 4 with Mathlib:

```lean
import Mathlib

open Finset

namespace WeaireThorpe

noncomputable section

section Abstract

variable {V : Type*} [NormedAddCommGroup V] [InnerProductSpace ℂ V]

/-- A symmetric operator that squares to one preserves the norm of every state. -/
theorem norm_involution {X : V →ₗ[ℂ] V} (hX : X.IsSymmetric)
    (hXX : ∀ v, X (X v) = v) (v : V) : ‖X v‖ = ‖v‖ := by
  rw [norm_eq_sqrt_re_inner (𝕜 := ℂ) (X v), norm_eq_sqrt_re_inner (𝕜 := ℂ) v,
    hX v (X v), hXX]

/-- For a symmetric projector `P`, the reflection `2P - 1` preserves the norm of every state. -/
theorem norm_reflection {P : V →ₗ[ℂ] V} (hP : P.IsSymmetric)
    (hPP : ∀ v, P (P v) = P v) (v : V) : ‖(2 : ℂ) • P v - v‖ = ‖v‖ := by
  have hs : ((2 : ℂ) • P - LinearMap.id).IsSymmetric := by
    intro x y
    simp [inner_sub_left, inner_sub_right, inner_smul_left, inner_smul_right, hP x y]
  refine norm_involution hs (fun w => ?_) v
  simp only [LinearMap.sub_apply, LinearMap.smul_apply, LinearMap.id_apply, map_sub,
    map_smul, hPP]
  module

end Abstract

end

end WeaireThorpe
```

The error:

```
Main.lean:22:56: error: unsolved goals
V : Type u_1
inst✝¹ : NormedAddCommGroup V
inst✝ : InnerProductSpace ℂ V
P : V →ₗ[ℂ] V
hP : P.IsSymmetric
hPP : ∀ (v : V), P (P v) = P v
v x y : V
⊢ (starRingEnd ℂ) 2 = 2 ∨ inner ℂ x (P y) = 0
```

Cause. The error lies in the proof of `hs`, the symmetry of 2P − 1. The scalar 2 is a complex number here, and the inner product is conjugate-linear in its first argument, so `inner_smul_left` brings it out as `(starRingEnd ℂ) 2`, its complex conjugate, while `inner_smul_right` brings it out of the second argument as plain `2`. What remains is to match the two multiples of `inner ℂ x (P y)`, and `simp` reduces this to a disjunction: either the conjugate of 2 equals 2, or the inner product vanishes. The first alternative is true, but the `simp` call does not prove it, and the goal is left unsolved.

The repair proves that alternative separately as `h2`, using `Complex.ext` to compare real and imaginary parts and `simp` to settle each. With `h2` added to its list, the final `simp` can replace the conjugate by 2, and the symmetry goal closes.

The change, after which it compiles:

```diff
@@ -22,5 +22,6 @@
   have hs : ((2 : ℂ) • P - LinearMap.id).IsSymmetric := by
     intro x y
-    simp [inner_sub_left, inner_sub_right, inner_smul_left, inner_smul_right, hP x y]
+    have h2 : (starRingEnd ℂ) 2 = 2 := by apply Complex.ext <;> simp
+    simp [inner_sub_left, inner_sub_right, inner_smul_left, inner_smul_right, hP x y, h2]
   refine norm_involution hs (fun w => ?_) v
   simp only [LinearMap.sub_apply, LinearMap.smul_apply, LinearMap.id_apply, map_sub,
```
